# Merging plasmon modes at fixed total squared coupling and shift never lowers the cumulant quasiparticle weight

At zero temperature, let an electron added to an empty level couple linearly to two plasmon modes of energies 1 and 2, each with squared coupling 0.8: the modes shift the quasiparticle by $-1.2$ and leave it the weight $e^{-1}\approx0.37$. One mode with the summed squared coupling 1.6 and energy $4/3$ gives the same shift, but the larger weight $e^{-0.9}\approx0.41$, and the code below shows that for any finite number of modes with positive squared couplings and energies such a merger never lowers the weight.

```lean
import Mathlib

open Finset

namespace SinglePlasmonCumulant

noncomputable section

variable {ι : Type*} [Fintype ι]

/-- The plasmon cumulant `C(t)` of modes with strengths `b j` and nonzero energies `w j`. -/
def cumulant (b w : ι → ℝ) (t : ℝ) : ℂ :=
  ∑ j, (b j : ℂ) * (Complex.exp (-(Complex.I * w j * t)) + Complex.I * w j * t - 1)
    / (w j : ℂ) ^ 2

/-- The total coupling strength `B`. -/
def totalStrength (b : ι → ℝ) : ℝ := ∑ j, b j

/-- The quasiparticle energy shift `-∑ b j / w j`, for nonzero mode energies. -/
def qpShift (b w : ι → ℝ) : ℝ := -∑ j, b j / w j

/-- The quasiparticle weight `exp (-∑ b j / w j ^ 2)`, for nonzero mode energies. -/
def qpWeight (b w : ι → ℝ) : ℝ := Real.exp (-∑ j, b j / w j ^ 2)

/-- A parameter (strength or energy) of a spectrum that consists of one mode. -/
def oneMode (x : ℝ) : Unit → ℝ := fun _ => x

/-- The energy `B / L` with `L = ∑ b j / w j`, for nonzero mode energies and nonzero `L`. -/
def matchedEnergy (b w : ι → ℝ) : ℝ := totalStrength b / ∑ j, b j / w j

/-- The strength-weighted spread of the inverse mode energies about `1 / Ω`,
for nonzero energies. -/
def spread (b w : ι → ℝ) (Ω : ℝ) : ℝ := ∑ j, b j * (1 / w j - 1 / Ω) ^ 2

/-- The exponential of the cumulant is the quasiparticle weight, times the phase of the
quasiparticle shift, times a factor that generates the satellites. -/
theorem exp_cumulant (b w : ι → ℝ) (t : ℝ) :
    Complex.exp (cumulant b w t) =
      (qpWeight b w : ℂ) * Complex.exp (-(Complex.I * qpShift b w * t)) *
        Complex.exp (∑ j, (b j : ℂ) / (w j : ℂ) ^ 2 *
          Complex.exp (-(Complex.I * w j * t))) := by
  -- split each mode into a constant, a linear and an oscillating part
  have hj : ∀ j, (b j : ℂ) * (Complex.exp (-(Complex.I * w j * t))
      + Complex.I * w j * t - 1) / (w j : ℂ) ^ 2 =
      -((b j : ℂ) / (w j : ℂ) ^ 2) + Complex.I * t * ((b j : ℂ) / w j)
        + (b j : ℂ) / (w j : ℂ) ^ 2 * Complex.exp (-(Complex.I * w j * t)) := by
    intro j
    have k : (w j : ℂ) / (w j : ℂ) ^ 2 = 1 / w j := by
      rcases eq_or_ne (w j : ℂ) 0 with h | h
      · simp [h]
      · field_simp
    linear_combination ((b j : ℂ) * Complex.I * t) * k
  rw [qpWeight, Complex.ofReal_exp, ← Complex.exp_add, ← Complex.exp_add]
  congr 1
  rw [cumulant, sum_congr rfl fun j _ => hj j, sum_add_distrib, sum_add_distrib,
    sum_neg_distrib, ← mul_sum, qpShift]
  push_cast
  ring

/-- For nonzero mode energies the second time derivative of the cumulant at time zero is
minus the total strength. -/
theorem cumulant_curvature (b w : ι → ℝ) (hw : ∀ j, w j ≠ 0) :
    HasDerivAt (deriv (cumulant b w)) (-(totalStrength b : ℂ)) 0 := by
  have hlin : ∀ j (t : ℝ), HasDerivAt (fun s : ℝ => Complex.I * w j * (s : ℂ))
      (Complex.I * w j) t := fun j t =>
    ((hasDerivAt_id t).ofReal_comp.const_mul (Complex.I * (w j : ℂ))).congr_deriv (by simp)
  have he : ∀ j (t : ℝ), HasDerivAt (fun s : ℝ => Complex.exp (-(Complex.I * w j * (s : ℂ))))
      (-(Complex.I * w j) * Complex.exp (-(Complex.I * w j * t))) t := fun j t =>
    (hlin j t).fun_neg.cexp.congr_deriv (by ring)
  -- first derivative at every time
  have h1 : ∀ t : ℝ, HasDerivAt (cumulant b w)
      (∑ j, (b j : ℂ) * (-(Complex.I * w j) * Complex.exp (-(Complex.I * w j * t))
        + Complex.I * w j) / (w j : ℂ) ^ 2) t := fun t =>
    HasDerivAt.fun_sum fun j _ =>
      ((((he j t).fun_add (hlin j t)).sub_const 1).const_mul (b j : ℂ)).div_const _
  rw [funext fun t => (h1 t).deriv]
  -- second derivative at time zero
  refine (HasDerivAt.fun_sum fun j _ => ((((he j 0).const_mul (-(Complex.I * w j))).add_const
    (Complex.I * w j)).const_mul (b j : ℂ)).div_const ((w j : ℂ) ^ 2)).congr_deriv ?_
  rw [totalStrength, Complex.ofReal_sum, ← sum_neg_distrib]
  refine sum_congr rfl fun j _ => ?_
  have h : (w j : ℂ) ≠ 0 := by exact_mod_cast hw j
  simp only [Complex.ofReal_zero, mul_zero, neg_zero, Complex.exp_zero]
  rw [div_eq_iff (pow_ne_zero 2 h)]
  linear_combination ((b j : ℂ) * (w j : ℂ) ^ 2) * Complex.I_sq

private lemma oneMode_shift (β Ω : ℝ) : qpShift (oneMode β) (oneMode Ω) = -(β / Ω) := by
  simp [qpShift, oneMode]

private lemma oneMode_weight (β Ω : ℝ) :
    qpWeight (oneMode β) (oneMode Ω) = Real.exp (-(β / Ω ^ 2)) := by
  simp [qpWeight, oneMode]

private lemma spread_expand (b w : ι → ℝ) (Ω : ℝ) : spread b w Ω =
    ∑ j, b j / w j ^ 2 - 2 * (∑ j, b j / w j) / Ω + totalStrength b / Ω ^ 2 := by
  simp only [spread, totalStrength, mul_sum, sum_div, ← sum_sub_distrib, ← sum_add_distrib]
  exact sum_congr rfl fun j _ => by ring

/-- For positive strengths the spread about `1 / Ω` vanishes exactly when every mode has
energy `Ω`. -/
theorem spread_eq_zero_iff {b : ι → ℝ} (hb : ∀ j, 0 < b j) (w : ι → ℝ) (Ω : ℝ) :
    spread b w Ω = 0 ↔ ∀ j, w j = Ω := by
  rw [spread, sum_eq_zero_iff_of_nonneg fun j _ => mul_nonneg (hb j).le (sq_nonneg _)]
  simp [(hb _).ne', sub_eq_zero]

/-- For positive strengths and energies of at least one mode, a single mode of strength `B`
has the multimode shift exactly when its energy is `B / L`. -/
theorem shift_match_iff [Nonempty ι] {b w : ι → ℝ} (hb : ∀ j, 0 < b j) (hw : ∀ j, 0 < w j)
    (Ω : ℝ) : qpShift (oneMode (totalStrength b)) (oneMode Ω) = qpShift b w ↔
      Ω = matchedEnergy b w := by
  have hB : 0 < totalStrength b := sum_pos (fun j _ => hb j) univ_nonempty
  have hL : 0 < ∑ j, b j / w j := sum_pos (fun j _ => div_pos (hb j) (hw j)) univ_nonempty
  rw [oneMode_shift, qpShift, neg_inj, matchedEnergy]
  constructor
  · intro h
    have hΩ : Ω ≠ 0 := by
      intro h0
      rw [h0, div_zero] at h
      exact hL.ne h
    rw [div_eq_iff hΩ] at h
    rw [eq_div_iff hL.ne']
    linear_combination -h
  · intro h
    rw [h, div_div_eq_mul_div, mul_div_cancel_left₀ _ hB.ne']

/-- If a single mode of the full strength `B` has the multimode shift, the multimode weight is
the single-mode weight times the exponential of minus the spread. -/
theorem weight_eq_mul_exp_spread {b w : ι → ℝ} {Ω : ℝ}
    (h : qpShift (oneMode (totalStrength b)) (oneMode Ω) = qpShift b w) :
    qpWeight b w =
      qpWeight (oneMode (totalStrength b)) (oneMode Ω) * Real.exp (-spread b w Ω) := by
  rw [oneMode_shift, qpShift] at h
  rw [oneMode_weight, qpWeight, ← Real.exp_add, spread_expand]
  congr 1
  linear_combination (-2 / Ω) * h

/-- For positive strengths and energies of at least one mode, the single mode of strength `B`
and energy `B / L` keeps the shift, and its weight `exp (-L ^ 2 / B)` is at least the multimode
weight, with equality exactly when all mode energies coincide. -/
theorem single_mode_weight_ge [Nonempty ι] {b w : ι → ℝ}
    (hb : ∀ j, 0 < b j) (hw : ∀ j, 0 < w j) :
    let Z₁ := qpWeight (oneMode (totalStrength b)) (oneMode (matchedEnergy b w))
    0 < matchedEnergy b w ∧
    qpShift (oneMode (totalStrength b)) (oneMode (matchedEnergy b w)) = qpShift b w ∧
    Z₁ = Real.exp (-((∑ j, b j / w j) ^ 2 / totalStrength b)) ∧
    qpWeight b w ≤ Z₁ ∧ (qpWeight b w = Z₁ ↔ ∀ i j, w i = w j) := by
  intro Z₁
  have hB : 0 < totalStrength b := sum_pos (fun j _ => hb j) univ_nonempty
  have hL : 0 < ∑ j, b j / w j := sum_pos (fun j _ => div_pos (hb j) (hw j)) univ_nonempty
  have hs := (shift_match_iff hb hw (matchedEnergy b w)).2 rfl
  have hid : qpWeight b w = Z₁ * Real.exp (-spread b w (matchedEnergy b w)) :=
    weight_eq_mul_exp_spread hs
  have hZ : 0 < Z₁ := Real.exp_pos _
  have hn : 0 ≤ spread b w (matchedEnergy b w) :=
    sum_nonneg fun j _ => mul_nonneg (hb j).le (sq_nonneg _)
  refine ⟨div_pos hB hL, hs, ?_, ?_, ?_⟩
  · have key : ∀ x y : ℝ, 0 < x → 0 < y → x / (x / y) ^ 2 = y ^ 2 / x := by
      intro x y hx hy
      field_simp
    change qpWeight (oneMode (totalStrength b)) (oneMode (matchedEnergy b w)) = _
    rw [oneMode_weight, matchedEnergy, key _ _ hB hL]
  · rw [hid]
    exact mul_le_of_le_one_right hZ.le (Real.exp_le_one_iff.2 (by linarith))
  · -- equal weights mean zero spread
    have hz : qpWeight b w = Z₁ ↔ spread b w (matchedEnergy b w) = 0 := by
      rw [hid]
      constructor
      · intro h
        have h1 := mul_left_cancel₀ hZ.ne' (h.trans (mul_one Z₁).symm)
        rw [Real.exp_eq_one_iff] at h1
        linarith
      · intro h
        rw [h, neg_zero, Real.exp_zero, mul_one]
    rw [hz, spread_eq_zero_iff hb]
    refine ⟨fun h i j => (h i).trans (h j).symm, fun h j => ?_⟩
    rw [matchedEnergy, eq_div_iff hL.ne', mul_sum, totalStrength]
    refine sum_congr rfl fun i _ => ?_
    have hi := (hw i).ne'
    rw [h j i]
    field_simp

/-- For positive strengths and energies of at least one mode, a single mode that reproduces both
the shift and the weight has at most the total strength `B`, and has all of it exactly when all
mode energies coincide. -/
theorem matching_mode_strength_le [Nonempty ι] {b w : ι → ℝ}
    (hb : ∀ j, 0 < b j) (hw : ∀ j, 0 < w j) {β Ω : ℝ}
    (hs : qpShift (oneMode β) (oneMode Ω) = qpShift b w)
    (hz : qpWeight (oneMode β) (oneMode Ω) = qpWeight b w) :
    β ≤ totalStrength b ∧ (β = totalStrength b ↔ ∀ i j, w i = w j) := by
  have hL : 0 < ∑ j, b j / w j := sum_pos (fun j _ => div_pos (hb j) (hw j)) univ_nonempty
  have hS : 0 < ∑ j, b j / w j ^ 2 :=
    sum_pos (fun j _ => div_pos (hb j) (pow_pos (hw j) 2)) univ_nonempty
  rw [oneMode_shift, qpShift, neg_inj] at hs
  rw [oneMode_weight, qpWeight, Real.exp_eq_exp, neg_inj] at hz
  have hΩ : Ω ≠ 0 := by
    intro h0
    rw [h0, div_zero] at hs
    exact hL.ne hs
  -- the missing strength is proportional to the spread
  have e : spread b w Ω = (totalStrength b - β) / Ω ^ 2 := by
    rw [spread_expand, ← hs, ← hz]
    ring
  have hd : spread b w Ω * Ω ^ 2 = totalStrength b - β := by
    rw [e, div_mul_cancel₀ _ (pow_ne_zero 2 hΩ)]
  have hn : 0 ≤ spread b w Ω := sum_nonneg fun j _ => mul_nonneg (hb j).le (sq_nonneg _)
  refine ⟨by linarith [mul_nonneg hn (sq_nonneg Ω)], fun h => ?_, fun h => ?_⟩
  · have h0 : spread b w Ω = 0 := by rw [e, h, sub_self, zero_div]
    have hall := (spread_eq_zero_iff hb w Ω).1 h0
    exact fun i j => (hall i).trans (hall j).symm
  · have hall : ∀ j, w j = Ω := by
      intro j
      have h1 : (∑ i, b i / w i ^ 2) * Ω = ∑ i, b i / w i := by
        rw [← hs, ← hz]
        field_simp
      have h2 : (∑ i, b i / w i ^ 2) * w j = ∑ i, b i / w i := by
        rw [sum_mul]
        refine sum_congr rfl fun i _ => ?_
        have hi := (hw i).ne'
        rw [h j i]
        field_simp
      exact mul_left_cancel₀ hS.ne' (h2.trans h1.symm)
    rw [(spread_eq_zero_iff hb w Ω).2 hall, zero_mul] at hd
    linarith

end

end SinglePlasmonCumulant
```

```lean
#print axioms SinglePlasmonCumulant.exp_cumulant
-- 'SinglePlasmonCumulant.exp_cumulant' depends on axioms: [propext, Classical.choice, Quot.sound]
#print axioms SinglePlasmonCumulant.cumulant_curvature
-- 'SinglePlasmonCumulant.cumulant_curvature' depends on axioms: [propext, Classical.choice, Quot.sound]
#print axioms SinglePlasmonCumulant.single_mode_weight_ge
-- 'SinglePlasmonCumulant.single_mode_weight_ge' depends on axioms: [propext, Classical.choice, Quot.sound]
#print axioms SinglePlasmonCumulant.matching_mode_strength_le
-- 'SinglePlasmonCumulant.matching_mode_strength_le' depends on axioms: [propext, Classical.choice, Quot.sound]
```

## What the single mode keeps and what it changes

For modes with strengths $b_j>0$ and energies $w_j>0$, write

$$B=\sum_j b_j,\qquad L=\sum_j\frac{b_j}{w_j},\qquad S=\sum_j\frac{b_j}{w_j^2}.$$

The main theorem, `single_mode_weight_ge`, says that the mode of strength $B$ and energy $B/L$ has positive energy, the original shift $-L$ and the weight $e^{-L^2/B}$. This weight is at least the multimode weight $e^{-S}$, and the two are equal exactly when all $w_j$ coincide.

The theorem `matching_mode_strength_le` fits the weight as well. Any single mode that reproduces both shift and weight has strength at most $B$, again with equality exactly when all energies coincide. In the two-mode example it has strength 1.44 and energy 1.2. One mode therefore keeps shift, weight and total strength together only if the spectrum is already a single line.

## Plasmons, satellites and the Lean definitions

With $\hbar=1$, linear coupling and zero temperature, the Green's function for an electron added to the empty level is, at times $t>0$, its uncoupled value times $e^{C(t)}$, where

$$C(t)=\sum_j\frac{b_j}{w_j^2}\left(e^{-iw_jt}+iw_jt-1\right)$$

is `cumulant b w t`. The modes are labelled by a finite type `ι`, and `[Nonempty ι]` requires at least one of them. A single mode is the same construction on the one-element type `Unit`, through `oneMode`. The functions `totalStrength`, `qpShift`, `qpWeight` and `matchedEnergy` give $B$, $-L$, $e^{-S}$ and $B/L$.

Here "strength" means the squared coupling $b_j$, an energy squared, and not the dimensionless $b_j/w_j^2$. The signs are those of an added electron. If the modes couple instead to a hole made in a filled level, and not to the filled level itself, the shift and the satellites change sides on the electron energy axis, while the weight formula stays the same.

Two theorems tie these quantities to $C$. Splitting each term into its constant, linear and oscillating parts gives `exp_cumulant`:

$$e^{C(t)}=e^{-S}\,e^{iLt}\exp\Big(\sum_j\frac{b_j}{w_j^2}e^{-iw_jt}\Big).$$

In the expansion of the last exponential, the term 1 is the quasiparticle peak and the others are plasmon satellites. Differentiating twice gives $C''(t)=-\sum_j b_je^{-iw_jt}$, hence $C''(0)=-B$, which is `cumulant_curvature`. The merged mode thus keeps the short-time curvature.

The result bears on replacing a loss spectrum by one plasmon pole in GW-plus-cumulant work when the pole is chosen to keep $B$ and $L$, within a model of finitely many undamped modes coupled to one level. It does not cover plasmon-pole models fitted to other conditions, such as the f-sum rule, which constrains $\sum_j b_jw_j$ instead of $B$. The step from this model to a material, with its continuous, damped loss spectrum and electron recoil, is an assumption. Since the definitions divide by energies, identities stated without positivity hypotheses have their physical meaning only at nonzero energies.

## The spread of inverse energies

For a trial energy $\Omega$, define `spread b w Ω` and expand the square:

$$D(\Omega)=\sum_j b_j\left(\frac1{w_j}-\frac1\Omega\right)^2=S-\frac{2L}{\Omega}+\frac{B}{\Omega^2}.$$

A single mode of strength $B$ has the right shift when $B/\Omega=L$, that is, $\Omega=B/L$. Putting $L=B/\Omega$ into the expansion gives

$$D=S-\frac{B}{\Omega^2},\qquad e^{-S}=e^{-B/\Omega^2}e^{-D},\qquad \frac{B}{\Omega^2}=\frac{L^2}{B}.$$

The weights therefore differ exactly by the factor $e^{-D}$. At this $\Omega$, $D/B$ is the variance of $1/w_j$ with weights $b_j/B$; in the example $D=0.1$ and the variance is $0.0625$.

Since every $b_j$ is positive, $D\ge0$, and $D=0$ exactly when every $w_j=\Omega$. Conversely, if all energies equal some $w$, then $L=B/w$ and $\Omega=w$, so $D=0$.

Now let a mode of strength $\beta$ and energy $\Omega$ match both shift and weight, so that $\beta/\Omega=L$ and $\beta/\Omega^2=S$. The same expansion becomes

$$D=\frac{\beta}{\Omega^2}-\frac{2\beta}{\Omega^2}+\frac{B}{\Omega^2}=\frac{B-\beta}{\Omega^2},$$

so $B-\beta=\Omega^2D\ge0$. If $\beta=B$, then $D=0$ and all energies coincide. If all energies equal $w$, then $Sw=L=S\Omega$, so $\Omega=w$, $D=0$ and $\beta=B$.

## The same steps in Lean

- `spread_expand` proves the expansion mode by mode with `ring`. `spread_eq_zero_iff` uses the rule that a sum of nonnegative terms vanishes only if each term does.
- `shift_match_iff` first rules out $\Omega=0$, because $L>0$, and then clears denominators.
- `weight_eq_mul_exp_spread` merges the two exponentials and compares exponents; `linear_combination (-2 / Ω) * h` inserts the equality of shifts.
- In `single_mode_weight_ge`, `hid` is this factorisation and `hn` is $D\ge0$, which together give the inequality. `hz` turns equality of weights into $D=0$.
- In `matching_mode_strength_le`, `e` and `hd` express the missing strength through the spread, and `h1` and `h2` are the two equations $S\Omega=L$ and $Sw_j=L$.

## A continuous spectrum of modes

The modes could also be described by a positive measure on the energies, with integrals in place of the sums. That would admit a continuous loss spectrum. For finite, nonzero $B$ and a finite integral for $S$ the same argument would apply, and "all energies coincide" would become "almost all energies coincide" with respect to that measure.
